# At non-integer filling of a lattice ring, the flux twist has zero expectation value in every translation eigenstate

A calculation that reads the polarisation of a ring from the phase of the flux twist's expectation value can, at fractional filling, report the phase of a number that is exactly zero. Here the filling is the number of particles per site, a translation moves every particle by one site, and the flux twist multiplies the wavefunction of $N$ particles at positions $x_1,\dots,x_N$ on $L$ sites by $e^{2\pi i(x_1+\dots+x_N)/L}$. The theorems below say which powers of the twist must have vanishing expectation value when the state has definite total crystal momentum under this one-site translation.

```lean
import Mathlib

open scoped InnerProductSpace

noncomputable section

namespace FractionalFilling

variable {E : Type*} [NormedAddCommGroup E] [InnerProductSpace ℂ E]

/-- Two eigenvectors of a unitary translation with different eigenvalues are orthogonal. -/
theorem momentum_orthogonal (T : E ≃ₗᵢ[ℂ] E) {a b : E} {α β : ℂ}
    (ha : T a = α • a) (hb : T b = β • b) (hne : α ≠ β) : ⟪a, b⟫_ℂ = 0 := by
  by_cases ha0 : a = 0
  · rw [ha0, inner_zero_left]
  -- a unitary has eigenvalues of modulus one
  have hn : ‖α‖ = 1 := by
    have h1 : ‖α‖ * ‖a‖ = 1 * ‖a‖ := by
      rw [← norm_smul, ← ha, T.norm_map, one_mul]
    exact mul_right_cancel₀ (norm_ne_zero_iff.mpr ha0) h1
  have hα : α * (starRingEnd ℂ) α = 1 := by
    rw [Complex.mul_conj, Complex.normSq_eq_norm_sq, hn]
    norm_num
  -- the inner product is unchanged when both states are translated
  have h : ⟪a, b⟫_ℂ = (starRingEnd ℂ) α * (β * ⟪a, b⟫_ℂ) := by
    calc ⟪a, b⟫_ℂ = ⟪T a, T b⟫_ℂ := (T.inner_map_map a b).symm
      _ = _ := by rw [ha, hb, inner_smul_left, inner_smul_right]
  have h0 : (α - β) * ⟪a, b⟫_ℂ = 0 := by
    linear_combination α * h + β * ⟪a, b⟫_ℂ * hα
  exact (mul_eq_zero.mp h0).resolve_left (sub_ne_zero.mpr hne)

/-- Each application of the twist multiplies the translation eigenvalue by `ω`. -/
theorem twist_shifts_momentum (T U : E ≃ₗᵢ[ℂ] E) {ω t : ℂ} {ψ : E}
    (hTU : ∀ x, T (U x) = ω • U (T x)) (hψ : T ψ = t • ψ) (j : ℕ) :
    T ((U ^ j) ψ) = (ω ^ j * t) • (U ^ j) ψ := by
  induction j with
  | zero => simpa using hψ
  | succ j ih =>
    rw [pow_succ' U j]
    change T (U ((U ^ j) ψ)) = (ω ^ (j + 1) * t) • U ((U ^ j) ψ)
    rw [hTU, ih, map_smul, smul_smul]
    congr 1
    ring

/-- If translation and twist commute up to a primitive `q`-th root of unity, the first `q`
twists of a unit translation eigenvector are orthonormal, every twisted state is a translation
eigenvector, and the expectation value of `U ^ j` vanishes unless `q` divides `j`. -/
theorem twisted_states_orthonormal (T U : E ≃ₗᵢ[ℂ] E) {ω t : ℂ} {q : ℕ} {ψ : E}
    (hω : IsPrimitiveRoot ω q) (hTU : ∀ x, T (U x) = ω • U (T x))
    (hψ : T ψ = t • ψ) (hunit : ‖ψ‖ = 1) :
    Orthonormal ℂ (fun j : Fin q => (U ^ (j : ℕ)) ψ) ∧
    (∀ j : ℕ, T ((U ^ j) ψ) = (ω ^ j * t) • (U ^ j) ψ) ∧
    (∀ j : ℕ, ¬ q ∣ j → ⟪ψ, (U ^ j) ψ⟫_ℂ = 0) := by
  have hmom := twist_shifts_momentum T U hTU hψ
  have ht : t ≠ 0 := by
    intro h
    have h1 : ‖T ψ‖ = 1 := by rw [T.norm_map, hunit]
    rw [hψ, h, zero_smul, norm_zero] at h1
    exact zero_ne_one h1
  refine ⟨⟨fun j => ?_, fun i j hij => ?_⟩, hmom, fun j hj => ?_⟩
  · rw [LinearIsometryEquiv.norm_map, hunit]
  · -- distinct powers below q give distinct eigenvalues
    refine momentum_orthogonal T (hmom i) (hmom j) fun h => hij ?_
    exact Fin.ext (hω.pow_inj i.isLt j.isLt (mul_right_cancel₀ ht h))
  · refine momentum_orthogonal T hψ (hmom j) fun h => hj ?_
    have h1 : ω ^ j * t = 1 * t := by rw [one_mul, ← h]
    exact (hω.pow_eq_one_iff_dvd j).mp (mul_right_cancel₀ ht h1)

/-- Wavefunctions of `N` particles on a ring of `L` sites. -/
abbrev RingState (L N : ℕ) := EuclideanSpace ℂ (Fin N → ZMod L)

/-- Multiplication of an amplitude by a phase, as a unitary map. -/
def phase (z : Circle) : ℂ ≃ₗᵢ[ℂ] ℂ where
  toLinearEquiv := LinearEquiv.smulOfNeZero ℂ ℂ (z : ℂ) z.coe_ne_zero
  norm_map' w := by
    change ‖(z : ℂ) • w‖ = ‖w‖
    rw [norm_smul, Circle.norm_coe, one_mul]

/-- Translation of all particles by one site: `(T Ψ)(x) = Ψ(x₁ + 1, …, x_N + 1)`. -/
def translation (L N : ℕ) [NeZero L] : RingState L N ≃ₗᵢ[ℂ] RingState L N :=
  LinearIsometryEquiv.piLpCongrLeft 2 ℂ ℂ (Equiv.subRight (1 : Fin N → ZMod L))

/-- The flux twist: multiplication by `exp (2πi (x₁ + … + x_N) / L)`. -/
def twist (L N : ℕ) [NeZero L] : RingState L N ≃ₗᵢ[ℂ] RingState L N :=
  LinearIsometryEquiv.piLpCongrRight 2 fun x => phase (ZMod.toCircle (∑ i, x i))

/-- The translated wavefunction at `x` is the original one with every coordinate raised by one. -/
theorem translation_apply (L N : ℕ) [NeZero L] (Ψ : RingState L N) (x : Fin N → ZMod L) :
    (translation L N Ψ) x = Ψ (x + 1) := rfl

/-- The `j`-fold twist multiplies the wavefunction by the `j`-th power of the twist phase. -/
theorem twist_pow_apply (L N : ℕ) [NeZero L] (j : ℕ) (Ψ : RingState L N)
    (x : Fin N → ZMod L) :
    ((twist L N ^ j) Ψ) x = (ZMod.toCircle (∑ i, x i) : ℂ) ^ j * Ψ x := by
  induction j with
  | zero => simp
  | succ j ih =>
    rw [pow_succ' (twist L N) j]
    change (ZMod.toCircle (∑ i, x i) : ℂ) * ((twist L N ^ j) Ψ) x = _
    rw [ih, pow_succ', mul_assoc]

/-- On the ring, translation and twist commute up to the phase `exp (2πi N / L)`. -/
theorem ring_twist_relation (L N : ℕ) [NeZero L] (Ψ : RingState L N) :
    translation L N (twist L N Ψ) =
      (ZMod.toCircle (N : ZMod L) : ℂ) • twist L N (translation L N Ψ) := by
  have hU : ∀ (Φ : RingState L N) (x : Fin N → ZMod L),
      (twist L N Φ) x = (ZMod.toCircle (∑ i, x i) : ℂ) * Φ x := by
    intro Φ x
    have h := twist_pow_apply L N 1 Φ x
    rwa [pow_one, pow_one] at h
  ext x
  -- moving all N particles by one site raises the sum of the coordinates by N
  have hs : ∑ i, (x + 1) i = (N : ZMod L) + ∑ i, x i := by
    simp only [Pi.add_apply, Pi.one_apply, Finset.sum_add_distrib, Finset.sum_const,
      Finset.card_univ, Fintype.card_fin, nsmul_eq_mul, mul_one]
    exact add_comm _ _
  rw [PiLp.smul_apply, smul_eq_mul, translation_apply, hU, hU, translation_apply, hs,
    AddChar.map_add_eq_mul, Circle.coe_mul, mul_assoc]

/-- At filling `N / L = p / q` in lowest terms, the phase `exp (2πi N / L)` is a primitive
`q`-th root of unity. -/
theorem filling_phase_primitive (L N p q : ℕ) [NeZero L] (hpq : p.Coprime q)
    (hfill : N * q = p * L) : IsPrimitiveRoot (ZMod.toCircle (N : ZMod L) : ℂ) q := by
  have hL : L ≠ 0 := NeZero.ne L
  have hq : q ≠ 0 := by
    rintro rfl
    have hp : p = 1 := by simpa using hpq
    rw [hp] at hfill
    omega
  have h : (N : ℂ) / L = p / q := by
    rw [div_eq_div_iff (Nat.cast_ne_zero.mpr hL) (Nat.cast_ne_zero.mpr hq)]
    exact_mod_cast hfill
  rw [ZMod.toCircle_natCast, mul_div_assoc, h]
  exact Complex.isPrimitiveRoot_exp_of_coprime p q hq hpq

/-- For a unit translation eigenvector at filling `p / q` in lowest terms, the first `q` twisted
states are orthonormal and the expectation value of `U ^ j` vanishes unless `q` divides `j`. -/
theorem ring_fractional_filling (L N p q : ℕ) [NeZero L] (hpq : p.Coprime q)
    (hfill : N * q = p * L) {Ψ : RingState L N} {t : ℂ}
    (hΨ : translation L N Ψ = t • Ψ) (hunit : ‖Ψ‖ = 1) :
    Orthonormal ℂ (fun j : Fin q => (twist L N ^ (j : ℕ)) Ψ) ∧
    (∀ j : ℕ, ¬ q ∣ j → ⟪Ψ, (twist L N ^ j) Ψ⟫_ℂ = 0) := by
  have h := twisted_states_orthonormal (translation L N) (twist L N)
    (filling_phase_primitive L N p q hpq hfill) (ring_twist_relation L N) hΨ hunit
  exact ⟨h.1, h.2.2⟩


/-- When `N` and `L` are coprime, the expectation value of `U ^ j` in a unit translation
eigenvector is one if `L` divides `j` and zero otherwise. -/
theorem coprime_filling_overlap (L N : ℕ) [NeZero L] (hNL : N.Coprime L)
    {Ψ : RingState L N} {t : ℂ} (hΨ : translation L N Ψ = t • Ψ) (hunit : ‖Ψ‖ = 1) (j : ℕ) :
    ⟪Ψ, (twist L N ^ j) Ψ⟫_ℂ = if L ∣ j then 1 else 0 := by
  split_ifs with hj
  · obtain ⟨k, rfl⟩ := hj
    -- L twists wind every phase by a multiple of 2π
    have hU : (twist L N ^ (L * k)) Ψ = Ψ := by
      ext x
      have hc : ZMod.toCircle (∑ i, x i) ^ L = 1 := by
        rw [← AddChar.map_nsmul_eq_pow, nsmul_eq_mul, ZMod.natCast_self, zero_mul,
          AddChar.map_zero_eq_one]
      rw [twist_pow_apply, pow_mul, ← Circle.coe_pow, hc, Circle.coe_one, one_pow, one_mul]
    rw [hU, inner_self_eq_norm_sq_to_K, hunit]
    norm_num
  · exact (ring_fractional_filling L N N L hNL rfl hΨ hunit).2 j hj

/-- The wavefunction with equal amplitude `1 / √(L ^ N)` on every configuration, for `L > 0`. -/
def uniformState (L N : ℕ) : RingState L N :=
  WithLp.toLp 2 fun _ => (((Real.sqrt ((L : ℝ) ^ N))⁻¹ : ℝ) : ℂ)

/-- The uniform state is normalised and is a translation eigenvector with eigenvalue one. -/
theorem uniformState_witness (L N : ℕ) [NeZero L] :
    ‖uniformState L N‖ = 1 ∧
      translation L N (uniformState L N) = (1 : ℂ) • uniformState L N := by
  constructor
  · have hL : (0 : ℝ) < (L : ℝ) ^ N :=
      pow_pos (Nat.cast_pos.mpr (Nat.pos_of_ne_zero (NeZero.ne L))) N
    have hx : ∀ x, ‖uniformState L N x‖ ^ 2 = ((L : ℝ) ^ N)⁻¹ := by
      intro x
      change ‖(((Real.sqrt ((L : ℝ) ^ N))⁻¹ : ℝ) : ℂ)‖ ^ 2 = _
      rw [Complex.norm_real, Real.norm_eq_abs, sq_abs, inv_pow, Real.sq_sqrt hL.le]
    have h : ‖uniformState L N‖ ^ 2 = 1 := by
      rw [EuclideanSpace.norm_sq_eq, Finset.sum_congr rfl fun x _ => hx x, Finset.sum_const,
        Finset.card_univ, Fintype.card_fun, ZMod.card, Fintype.card_fin, nsmul_eq_mul,
        Nat.cast_pow]
      exact mul_inv_cancel₀ hL.ne'
    nlinarith [norm_nonneg (uniformState L N)]
  · rw [one_smul]
    ext x
    rfl

end FractionalFilling
```

```lean
#print axioms FractionalFilling.ring_fractional_filling
-- 'FractionalFilling.ring_fractional_filling' depends on axioms: [propext, Classical.choice, Quot.sound]
#print axioms FractionalFilling.coprime_filling_overlap
-- 'FractionalFilling.coprime_filling_overlap' depends on axioms: [propext, Classical.choice, Quot.sound]
```

## Orthogonal states from two unitaries

The general theorem, `twisted_states_orthonormal`, concerns a complex inner product space `E` and two unitaries on it, a translation $T$ and a twist $U$. Their type `E ≃ₗᵢ[ℂ] E` means a linear, invertible, norm-preserving map, and `E` may have infinite dimension. There are four hypotheses:

- `hTU`: the unitaries commute up to a number $\omega$, that is, $TU=\omega UT$.
- `hω`: $\omega$ is a primitive $q$-th root of unity, so $\omega^j=1$ exactly when $q$ divides $j$.
- `hψ`: the state $\psi$ satisfies $T\psi=t\psi$ for some complex number $t$, which means that it has definite total crystal momentum.
- `hunit`: $\psi$ is normalised.

The theorem has three conclusions. The states $U^j\psi$ with $0\le j<q$ are orthonormal. For every natural number $j$, the state $U^j\psi$ is an eigenvector of $T$ with eigenvalue $\omega^j t$. Finally, $\langle\psi,U^j\psi\rangle=0$ whenever $q$ does not divide $j$.

Lean also admits $q=0$, which means that no positive power of $\omega$ equals one. The orthonormal family is then empty, but the third conclusion still says that the expectation value vanishes for every $j\ge 1$.

## Particles on a ring

The physical model has $N$ particles on a ring of $L\ge 1$ sites. A configuration $x=(x_1,\dots,x_N)$ assigns a site to each particle, with positions counted modulo $L$, and `RingState L N` is the space of complex wavefunctions $\Psi(x)$ with the usual inner product. The two unitaries are

$$(T\Psi)(x)=\Psi(x_1+1,\dots,x_N+1),\qquad (U\Psi)(x)=e^{2\pi i(x_1+\dots+x_N)/L}\,\Psi(x).$$

In the file these are `translation` and `twist`. The function `ZMod.toCircle` sends a site $s$ to $e^{2\pi i s/L}$, which does not change when $s$ changes by $L$, so the twist is well defined on the ring. Translating in the opposite direction would replace $\omega$ by its complex conjugate and leave $q$ unchanged.

The filling is the number of particles per site, $N/L=p/q$ in lowest terms. Lean writes this without division, as `N * q = p * L` together with `p.Coprime q`. Under these conditions `ring_fractional_filling` gives the orthonormality and the vanishing expectation values for any normalised translation eigenvector. The commutation relation is derived here from the definitions of $T$ and $U$, and the only assumptions left on the state are normalisation and definite momentum.

For polarisation on such a finite lattice ring, the consequence is that the phase of $\langle\Psi,U\Psi\rangle$ is undefined in a translation eigenstate when $q\ge 2$. The first positive power that this symmetry argument allows to have a non-zero expectation value is $U^q$.

Divisibility permits a non-zero value but does not force one. Two particles on four sites have $q=2$, yet in the state with equal amplitudes everywhere the expectation value of $U^2$ is the average of $(-1)^{x_1+x_2}$, which is zero. When $N$ and $L$ are coprime, the answer is complete: `coprime_filling_overlap` states that the expectation value of $U^j$ is one if $L$ divides $j$ and zero otherwise.

No exchange symmetry is imposed on $\Psi$. Bosonic and fermionic wavefunctions are particular vectors in the same space, so the theorems apply to them when they are normalised translation eigenvectors. Spin and unit cells with several sites are not modelled. No Hamiltonian appears either, so interactions are unrestricted, but nothing follows about energies, gaps or ground-state degeneracy. A ground state that breaks translation symmetry does not satisfy the eigenvector hypothesis.

## Different momenta are orthogonal

Suppose $Ta=\alpha a$ and $Tb=\beta b$ with $\alpha\ne\beta$. If $a=0$, the inner product is zero. Otherwise $|\alpha|\,\|a\|=\|Ta\|=\|a\|$, so $|\alpha|=1$. Since $T$ preserves inner products, and the inner product is conjugate-linear in its first argument,

$$\langle a,b\rangle=\langle Ta,Tb\rangle=\bar\alpha\beta\,\langle a,b\rangle.$$

Multiplying by $\alpha$ and using $\alpha\bar\alpha=1$ gives $(\alpha-\beta)\langle a,b\rangle=0$, hence $\langle a,b\rangle=0$. This is `momentum_orthogonal`. Its `calc` block is the displayed equation, and `linear_combination` carries out the multiplication by $\alpha$.

## Each twist shifts the momentum

For $j=0$ the eigenvalue equation is the hypothesis $T\psi=t\psi$. If it holds for $j$, then

$$T U^{j+1}\psi=\omega\,U\,T U^j\psi=\omega\,U(\omega^j t\,U^j\psi)=\omega^{j+1}t\,U^{j+1}\psi.$$

The lemma `twist_shifts_momentum` is this induction: `hTU` moves $T$ past one factor of $U$, and `ih` supplies the eigenvalue for the remaining $j$ factors.

It remains to see when the eigenvalues differ. First, $t\ne 0$, because $T\psi$ has norm one. If $0\le i,j<q$ and $\omega^i t=\omega^j t$, then $\omega^i=\omega^j$, and primitivity gives $i=j$. Distinct states in the family therefore have distinct eigenvalues and are orthogonal, and each has norm one because $U$ preserves norms.

For the expectation value, compare $\psi$ with $U^j\psi$ for any $j$. Their eigenvalues $t$ and $\omega^j t$ agree only if $\omega^j=1$, that is, only if $q$ divides $j$. In Lean, the two arguments use `hω.pow_inj` and `hω.pow_eq_one_iff_dvd`, and `mul_right_cancel₀` cancels $t$ in both.

## The filling fixes the phase

On the ring, translating after twisting gives

$$(TU\Psi)(x)=e^{2\pi i(x_1+\dots+x_N+N)/L}\,\Psi(x_1+1,\dots,x_N+1)=e^{2\pi iN/L}\,(UT\Psi)(x).$$

Each of the $N$ coordinates contributes one extra unit to the sum, so $\omega=e^{2\pi iN/L}$. In `ring_twist_relation` the step `hs` counts these units, and `AddChar.map_add_eq_mul` splits the exponential of the sum into a product.

With $N/L=p/q$ this phase is $e^{2\pi ip/q}$. For a natural number $m$, its $m$-th power equals one exactly when $q$ divides $pm$, and since $p$ and $q$ have no common factor, exactly when $q$ divides $m$. That is primitivity. The lemma `filling_phase_primitive` first excludes $q=0$, which would force $p=1$ and then $L=0$. It then rewrites the exponent and applies Mathlib's theorem on exponentials with coprime numerator and denominator. The ring theorem follows by inserting the relation and the primitive phase into the general one.

For coprime $N$ and $L$, take $p=N$ and $q=L$. If $L$ does not divide $j$, the expectation value is zero by the ring theorem. If $j=Lk$ for a natural number $k$, every configuration acquires the phase

$$\left(e^{2\pi i(x_1+\dots+x_N)/L}\right)^{Lk}=1,$$

so $U^j\Psi=\Psi$ and the expectation value is $\|\Psi\|^2=1$. The proof uses `twist_pow_apply`, which shows by induction that $U^j$ multiplies each amplitude by the $j$-th power of its twist phase.

## A translation eigenvector for every ring

The function `uniformState` gives every configuration the amplitude $L^{-N/2}$. There are $L^N$ configurations, so

$$\|\Psi\|^2=L^N\cdot L^{-N}=1.$$

Raising all coordinates by one leaves a constant function unchanged, so $T\Psi=\Psi$. The theorem `uniformState_witness` proves both facts for every $L\ge 1$ and every $N$, including $N=0$, where there is a single empty configuration with amplitude one. The conditions placed on the state in the ring theorems are therefore met by an explicit wavefunction. It is symmetric under particle exchange, so for two or more particles it is a bosonic example and not a fermionic one.
